# An integral for the sine of the phase-shift difference between two s-wave potentials

A radial solver has been run at one energy for two slightly different potentials, and the change in the s-wave phase shift is wanted. Subtracting the two computed phases loses digits when they nearly agree. An integral over the two waves gives the sine of the difference directly, with the difference of the potentials already in the integrand.

Let V₁ and V₂ be real potentials, continuous on [0, R], in units where ħ²/2m = 1, so that the energy is k². Let u₁ and u₂ be the radial waves, that is, r times the radial wave functions. For j = 1, 2 they satisfy

uⱼ'' = (Vⱼ − k²) uⱼ,  uⱼ(0) = 0,

uⱼ(R) = sin(kR + δⱼ),  uⱼ'(R) = k cos(kR + δⱼ).

Then

k sin(δ₂ − δ₁) = ∫₀ᴿ (V₁ − V₂) u₁ u₂ dr.

For k > 0, the δⱼ are the scattering phase shifts if both potentials vanish beyond R, and the phase shifts of the potentials cut off at R if they do not.

## Checking and estimating phase shifts in a radial code

For single-channel s-wave scattering with a potential of finite range, the identity tests a solver: the left side uses only the matching at R, while the right side uses the waves at all radii. An error in the normalisation, or a mistake in reading off the phases that shifts them by different amounts, will usually show up as a disagreement. An error common to both phases, such as a wrong value of kR in the final subtraction that gives δⱼ, cancels in the difference and goes unnoticed. A wrong potential also goes unnoticed if the solver and the integral both use it.

A solver normally returns a wave wⱼ with an arbitrary scale. For k > 0 the normalised wave is uⱼ = wⱼ/Aⱼ, with

Aⱼ = √( wⱼ(R)² + (wⱼ'(R)/k)² ),

and the phase is δⱼ = atan2(k wⱼ(R), wⱼ'(R)) − kR. Changing the sign of a wave shifts its phase by π. The identity survives this, since both sides change sign.

If only u₁ is available, putting it in place of u₂ gives the distorted-wave Born approximation,

k sin(δ₂ − δ₁) ≈ ∫₀ᴿ (V₁ − V₂) u₁² dr.

When |u₂ − u₁| ≤ ε on [0, R], its error is at most ε ∫₀ᴿ |V₁ − V₂| |u₁| dr. The overall signs of the two waves should be aligned before ε is estimated, because an accidental sign flip makes ε large.

## From the Wronskian to the phase difference

Define W = u₁'u₂ − u₁u₂'. The product rule gives

W' = u₁''u₂ + u₁'u₂' − u₁'u₂' − u₁u₂''

= (V₁ − k²)u₁u₂ − (V₂ − k²)u₁u₂

= (V₁ − V₂)u₁u₂.

The products of slopes cancel, and so do the energy terms, because both waves have the same k. At the origin both waves vanish, so W(0) = 0. At the matching radius,

W(R) = k cos(kR + δ₁) sin(kR + δ₂) − k sin(kR + δ₁) cos(kR + δ₂) = k sin(δ₂ − δ₁).

Integrating W' from 0 to R gives W(R) − W(0), which is the identity.

Four consequences follow.

- **Comparison with the free wave.** Take V₁ = 0, u₁ = sin(kr) and δ₁ = 0. Writing V, u and δ for the second potential, its wave and its phase, we get k sin δ = −∫₀ᴿ V(r) sin(kr) u(r) dr. The exact wave u stands under the integral.
- **Equal phases.** If k ≠ 0, the integral vanishes exactly when sin(δ₂ − δ₁) = 0, that is, when the phases differ by an integer multiple of π.
- **Ordered potentials.** If k > 0, V₂ ≤ V₁ and u₁u₂ ≥ 0 throughout [0, R], the integrand is nonnegative, and hence sin(δ₂ − δ₁) ≥ 0.
- **Error of the Born estimate.** Subtracting the approximate integral from the exact one leaves ∫₀ᴿ (V₁ − V₂) u₁ (u₂ − u₁) dr. Its absolute value is at most ∫₀ᴿ |V₁ − V₂| |u₁| |u₂ − u₁| dr, and bounding the last factor by ε gives the stated error.

A constant potential provides a test case. With V = k² − q², q > 0 and R = π/(2q), the function u = sin(qr) satisfies u'' = −q²u = (V − k²)u and u(0) = 0. At R it has value 1 and slope 0, so kR + δ = π/2. For k = 1 and q = 2 this means V = −3, R = π/4 and δ = π/4. The free-wave formula then reads

sin(π/4) = 3 ∫₀^(π/4) sin r sin 2r dr = 2 sin³(π/4),

and both sides equal 1/√2.

## The Lean file

```lean
import Mathlib

open Set MeasureTheory

namespace PhaseShiftDifference

noncomputable section

/-- A regular s-wave `u` with slope `u'` on `[0, R]`: it solves `u'' = (V - k²) u`, vanishes at
the origin, and joins `sin (k r + δ)` in value and slope at `r = R`. -/
structure IsSWave (V : ℝ → ℝ) (k R δ : ℝ) (u u' : ℝ → ℝ) : Prop where
  hasDeriv : ∀ r ∈ Icc 0 R, HasDerivWithinAt u (u' r) (Icc 0 R) r
  schrodinger : ∀ r ∈ Icc 0 R, HasDerivWithinAt u' ((V r - k ^ 2) * u r) (Icc 0 R) r
  origin : u 0 = 0
  value_R : u R = Real.sin (k * R + δ)
  slope_R : u' R = k * Real.cos (k * R + δ)

/-- The Wronskian `u' v - u v'` of two radial waves. -/
def wronskian (u u' v v' : ℝ → ℝ) (r : ℝ) : ℝ := u' r * v r - u r * v' r

variable {V V₁ V₂ u u' u₁ u₁' u₂ u₂' : ℝ → ℝ} {k R δ δ₁ δ₂ : ℝ}

/-- A regular s-wave is continuous on `[0, R]`. -/
theorem IsSWave.continuousOn (h : IsSWave V k R δ u u') : ContinuousOn u (Icc 0 R) :=
  fun r hr => (h.hasDeriv r hr).continuousWithinAt

/-- The Wronskian of two s-waves at the same `k` changes at the rate `(V₁ - V₂) u₁ u₂`. -/
theorem wronskian_hasDeriv (h₁ : IsSWave V₁ k R δ₁ u₁ u₁') (h₂ : IsSWave V₂ k R δ₂ u₂ u₂')
    {r : ℝ} (hr : r ∈ Icc 0 R) :
    HasDerivWithinAt (wronskian u₁ u₁' u₂ u₂') ((V₁ r - V₂ r) * u₁ r * u₂ r) (Icc 0 R) r := by
  have h := ((h₁.schrodinger r hr).mul (h₂.hasDeriv r hr)).sub
    ((h₁.hasDeriv r hr).mul (h₂.schrodinger r hr))
  -- the terms with `k²` and the products of slopes cancel
  exact h.congr_deriv (by ring)

/-- At the matching radius the Wronskian equals `k sin (δ₂ - δ₁)`. -/
theorem wronskian_at_R (h₁ : IsSWave V₁ k R δ₁ u₁ u₁') (h₂ : IsSWave V₂ k R δ₂ u₂ u₂') :
    wronskian u₁ u₁' u₂ u₂' R = k * Real.sin (δ₂ - δ₁) := by
  have e : δ₂ - δ₁ = (k * R + δ₂) - (k * R + δ₁) := by ring
  rw [e, Real.sin_sub]
  simp only [wronskian, h₁.value_R, h₁.slope_R, h₂.value_R, h₂.slope_R]
  ring

/-- The phase shifts of two potentials at the same `k` satisfy
`k sin (δ₂ - δ₁) = ∫₀ᴿ (V₁ - V₂) u₁ u₂ dr`. -/
theorem phase_difference (hR : 0 ≤ R)
    (hV₁ : ContinuousOn V₁ (Icc 0 R)) (hV₂ : ContinuousOn V₂ (Icc 0 R))
    (h₁ : IsSWave V₁ k R δ₁ u₁ u₁') (h₂ : IsSWave V₂ k R δ₂ u₂ u₂') :
    k * Real.sin (δ₂ - δ₁) = ∫ r in (0 : ℝ)..R, (V₁ r - V₂ r) * u₁ r * u₂ r := by
  have hc : ContinuousOn (fun r => (V₁ r - V₂ r) * u₁ r * u₂ r) (Icc 0 R) :=
    ((hV₁.sub hV₂).mul h₁.continuousOn).mul h₂.continuousOn
  -- integrate the derivative of the Wronskian from the origin to `R`
  have hftc := intervalIntegral.integral_eq_sub_of_hasDerivAt_of_le hR
    (fun r hr => (wronskian_hasDeriv h₁ h₂ hr).continuousWithinAt)
    (fun r hr => (wronskian_hasDeriv h₁ h₂ (Ioo_subset_Icc_self hr)).hasDerivAt
      (Icc_mem_nhds hr.1 hr.2))
    (hc.intervalIntegrable_of_Icc hR)
  -- both waves vanish at the origin
  have h0 : wronskian u₁ u₁' u₂ u₂' 0 = 0 := by
    simp [wronskian, h₁.origin, h₂.origin]
  rw [hftc, h0, sub_zero, wronskian_at_R h₁ h₂]

/-- The functions `sin (q r)` and `q cos (q r)` have derivatives `q cos (q r)` and
`-q² sin (q r)`. -/
theorem sine_wave_deriv (q r : ℝ) :
    HasDerivAt (fun x => Real.sin (q * x)) (q * Real.cos (q * r)) r ∧
    HasDerivAt (fun x => q * Real.cos (q * x)) (-q ^ 2 * Real.sin (q * r)) r := by
  have h : HasDerivAt (fun x : ℝ => q * x) q r := by
    simpa using (hasDerivAt_id' r).const_mul q
  exact ⟨h.sin.congr_deriv (by ring), (h.cos.const_mul q).congr_deriv (by ring)⟩

/-- For the constant potential `k² - q²` on the range `R = π / (2q)`, the wave `sin (q r)` is a
regular s-wave with phase `π/2 - k R`. -/
theorem constant_potential_witness (k : ℝ) {q : ℝ} (hq : 0 < q) :
    0 < Real.pi / (2 * q) ∧
    IsSWave (fun _ => k ^ 2 - q ^ 2) k (Real.pi / (2 * q))
      (Real.pi / 2 - k * (Real.pi / (2 * q)))
      (fun r => Real.sin (q * r)) (fun r => q * Real.cos (q * r)) := by
  have e : q * (Real.pi / (2 * q)) = Real.pi / 2 := by field_simp
  refine ⟨div_pos Real.pi_pos (by linarith), ?_, ?_, ?_, ?_, ?_⟩
  · exact fun r _ => (sine_wave_deriv q r).1.hasDerivWithinAt
  · exact fun r _ => ((sine_wave_deriv q r).2.congr_deriv (by ring)).hasDerivWithinAt
  · simp
  · simp only [e, add_sub_cancel]
  · simp only [e, add_sub_cancel, Real.cos_pi_div_two, mul_zero]

/-- The free wave `sin (k r)` is a regular s-wave of the zero potential with zero phase shift. -/
theorem free_wave (k R : ℝ) :
    IsSWave (fun _ => 0) k R 0 (fun r => Real.sin (k * r)) (fun r => k * Real.cos (k * r)) := by
  refine ⟨?_, ?_, ?_, ?_, ?_⟩
  · exact fun r _ => (sine_wave_deriv k r).1.hasDerivWithinAt
  · exact fun r _ => ((sine_wave_deriv k r).2.congr_deriv (by ring)).hasDerivWithinAt
  · simp
  · simp
  · simp

/-- The phase shift of a single potential satisfies
`k sin δ = -∫₀ᴿ V(r) sin (k r) u(r) dr`, with the exact wave `u` under the integral. -/
theorem phase_shift_integral (hR : 0 ≤ R) (hV : ContinuousOn V (Icc 0 R))
    (h : IsSWave V k R δ u u') :
    k * Real.sin δ = -∫ r in (0 : ℝ)..R, V r * Real.sin (k * r) * u r := by
  have hm := phase_difference hR continuousOn_const hV (free_wave k R) h
  simp only [sub_zero] at hm
  rw [hm, ← intervalIntegral.integral_neg]
  congr 1
  funext r
  ring

/-- For `k ≠ 0`, two potentials have the same phase shift modulo `π` exactly when the integral
of `(V₁ - V₂) u₁ u₂` vanishes. -/
theorem same_phase_iff (hk : k ≠ 0) (hR : 0 ≤ R)
    (hV₁ : ContinuousOn V₁ (Icc 0 R)) (hV₂ : ContinuousOn V₂ (Icc 0 R))
    (h₁ : IsSWave V₁ k R δ₁ u₁ u₁') (h₂ : IsSWave V₂ k R δ₂ u₂ u₂') :
    (∃ n : ℤ, (n : ℝ) * Real.pi = δ₂ - δ₁) ↔
      ∫ r in (0 : ℝ)..R, (V₁ r - V₂ r) * u₁ r * u₂ r = 0 := by
  rw [← phase_difference hR hV₁ hV₂ h₁ h₂, ← Real.sin_eq_zero_iff]
  simp [hk]

/-- For `k > 0`, if `V₂ ≤ V₁` and the two waves nowhere have opposite signs on `[0, R]`, then `sin
(δ₂ - δ₁)` is nonnegative. -/
theorem phase_comparison (hk : 0 < k) (hR : 0 ≤ R)
    (hV₁ : ContinuousOn V₁ (Icc 0 R)) (hV₂ : ContinuousOn V₂ (Icc 0 R))
    (h₁ : IsSWave V₁ k R δ₁ u₁ u₁') (h₂ : IsSWave V₂ k R δ₂ u₂ u₂')
    (hV : ∀ r ∈ Icc 0 R, V₂ r ≤ V₁ r) (hu : ∀ r ∈ Icc 0 R, 0 ≤ u₁ r * u₂ r) :
    0 ≤ Real.sin (δ₂ - δ₁) := by
  refine (mul_nonneg_iff_of_pos_left hk).1 ?_
  rw [phase_difference hR hV₁ hV₂ h₁ h₂]
  refine intervalIntegral.integral_nonneg hR fun r hr => ?_
  rw [mul_assoc]
  exact mul_nonneg (sub_nonneg.2 (hV r hr)) (hu r hr)

/-- Distorted-wave Born approximation: if the waves differ by at most `ε` on `[0, R]`, replacing
`u₂` by `u₁` in the integral costs at most `ε ∫₀ᴿ |V₁ - V₂| |u₁| dr`. -/
theorem distorted_wave_born {ε : ℝ} (hR : 0 ≤ R)
    (hV₁ : ContinuousOn V₁ (Icc 0 R)) (hV₂ : ContinuousOn V₂ (Icc 0 R))
    (h₁ : IsSWave V₁ k R δ₁ u₁ u₁') (h₂ : IsSWave V₂ k R δ₂ u₂ u₂')
    (hε : ∀ r ∈ Icc 0 R, |u₂ r - u₁ r| ≤ ε) :
    |k * Real.sin (δ₂ - δ₁) - ∫ r in (0 : ℝ)..R, (V₁ r - V₂ r) * u₁ r * u₁ r| ≤
      ε * ∫ r in (0 : ℝ)..R, |V₁ r - V₂ r| * |u₁ r| := by
  have hc : ContinuousOn (fun r => (V₁ r - V₂ r) * u₁ r) (Icc 0 R) :=
    (hV₁.sub hV₂).mul h₁.continuousOn
  have c₁ : ContinuousOn (fun r => (V₁ r - V₂ r) * u₁ r * u₁ r) (Icc 0 R) :=
    hc.mul h₁.continuousOn
  have c₂ : ContinuousOn (fun r => (V₁ r - V₂ r) * u₁ r * u₂ r) (Icc 0 R) :=
    hc.mul h₂.continuousOn
  have cb : ContinuousOn (fun r => ε * (|V₁ r - V₂ r| * |u₁ r|)) (Icc 0 R) :=
    continuousOn_const.mul ((hV₁.sub hV₂).abs.mul h₁.continuousOn.abs)
  rw [phase_difference hR hV₁ hV₂ h₁ h₂, ← intervalIntegral.integral_sub
    (c₂.intervalIntegrable_of_Icc hR) (c₁.intervalIntegrable_of_Icc hR),
    ← intervalIntegral.integral_const_mul]
  refine (intervalIntegral.abs_integral_le_integral_abs hR).trans ?_
  refine intervalIntegral.integral_mono_on hR
    ((c₂.sub c₁).abs.intervalIntegrable_of_Icc hR) (cb.intervalIntegrable_of_Icc hR) ?_
  intro r hr
  -- the integrand of the error contains the difference of the two waves
  calc |(V₁ r - V₂ r) * u₁ r * u₂ r - (V₁ r - V₂ r) * u₁ r * u₁ r|
      = |V₁ r - V₂ r| * |u₁ r| * |u₂ r - u₁ r| := by
        rw [← mul_sub, abs_mul, abs_mul]
    _ ≤ |V₁ r - V₂ r| * |u₁ r| * ε :=
        mul_le_mul_of_nonneg_left (hε r hr) (by positivity)
    _ = ε * (|V₁ r - V₂ r| * |u₁ r|) := by ring

end

end PhaseShiftDifference
```

```lean
#print axioms PhaseShiftDifference.phase_shift_integral
#print axioms PhaseShiftDifference.same_phase_iff
#print axioms PhaseShiftDifference.phase_comparison
#print axioms PhaseShiftDifference.distorted_wave_born
```

```
'PhaseShiftDifference.phase_shift_integral' depends on axioms: [propext, Classical.choice, Quot.sound]
'PhaseShiftDifference.same_phase_iff' depends on axioms: [propext, Classical.choice, Quot.sound]
'PhaseShiftDifference.phase_comparison' depends on axioms: [propext, Classical.choice, Quot.sound]
'PhaseShiftDifference.distorted_wave_born' depends on axioms: [propext, Classical.choice, Quot.sound]
```

## How the radial problem is encoded

The structure `IsSWave V k R δ u u'` says that `u` is a regular s-wave with slope `u'` and phase `δ`. Here `u'` is a second function, not an operation on `u`; the field `hasDeriv` makes it the derivative. The field `schrodinger` then states the radial equation as a condition on the derivative of `u'`. Both derivatives are taken within `Icc 0 R`, the closed interval [0, R], so for R > 0 they are one-sided at the ends and ordinary inside. The remaining fields give the zero at the origin and the value and slope at R.

The theorem `phase_difference` takes two such waves with the same `k` and `R`, continuity of both potentials on [0, R], and `0 ≤ R`. It places no condition on `k`. At k = 0 it says that the integral vanishes, and at R = 0 both sides are zero. The condition `k ≠ 0` enters in `same_phase_iff`, and `0 < k` in `phase_comparison`.

The waves and phases are given, not constructed: the file doesn't prove that every continuous potential has such a wave. It does supply two families of examples, in `free_wave` and `constant_potential_witness`.

## How the proof follows the calculation

`wronskian_hasDeriv` combines the product rules for u₁'u₂ and u₁u₂', and `ring` carries out the cancellation. `wronskian_at_R` writes δ₂ − δ₁ as a difference of the two full arguments kR + δⱼ, applies the sine subtraction formula and inserts the matching conditions.

In `phase_difference`, continuity of the potentials and waves makes the integrand continuous (`hc`) and therefore integrable. The fundamental theorem of calculus (`hftc`) asks for a Wronskian that is continuous on the closed interval and differentiable inside it, and `wronskian_hasDeriv` supplies both. The step `h0` removes the contribution at the origin.

`sine_wave_deriv` provides the derivatives for the two explicit examples. `phase_shift_integral` applies the main identity to `free_wave`, and `same_phase_iff` uses the known zeros of the sine. `phase_comparison` integrates a nonnegative function and divides out the positive factor k. In `distorted_wave_born` the two integrals are merged into one, the absolute value is moved inside, and the closing `calc` block bounds the integrand point by point.

## What is guaranteed for a code, and under which conditions

The identity is exact for exact solutions. Waves computed on a grid satisfy it only up to discretisation, quadrature and rounding errors, for which the file gives no bounds. The Born error bound likewise takes ε as an input; it doesn't estimate ε from the potentials.

The integral determines sin(δ₂ − δ₁), not the difference itself. An arcsine recovers the difference only if it is known to lie between −π/2 and π/2, and it is poorly conditioned near those ends. In the same way, `phase_comparison` gives the sign of a sine and doesn't order the phases themselves.

Continuity on the closed interval excludes potentials that diverge at the origin, such as Coulomb and Yukawa potentials, and those with a jump inside the range. A square well is covered if R is placed at its edge and V(R) is given the interior value. Higher partial waves are not covered, since the centrifugal term diverges at the origin.

The zero at the origin is essential. Take V₁ = V₂ = 0, k = 1 and any R > 0, with u₁ = sin r and u₂ = cos r = sin(r + π/2). Both functions solve the equation and match at R, with δ₁ = 0 and δ₂ = π/2, but u₂(0) = 1, so u₂/r diverges at the origin and u₂ is not a physical s-wave. The integral is zero, while k sin(δ₂ − δ₁) = 1. What is missing is the boundary term W(0) = 1. A code whose grid starts at some r₀ > 0 meets the same term: if the quadrature also starts there, W(r₀) has to be added to the integral.

The structure could also have carried a free amplitude, with matching conditions u(R) = A sin(kR + δ) and u'(R) = A k cos(kR + δ). That is closer to raw solver output, and the left side of the identity would become k A₁A₂ sin(δ₂ − δ₁). The criterion for equal phases would then need A₁ and A₂ to be nonzero, because the zero function would satisfy the conditions with A = 0 and any phase. Fixing the amplitude at 1 rules this out for k ≠ 0, at the price of rescaling each wave before the integral is evaluated.
